# The squared-distance self-interaction of a normalised orbital on a finite grid is twice its variance

## Two measures of spread, and a third quantity

The Boys functional appears in several forms. One sums the mean squared distance between two points drawn independently from the same orbital density, another sums the orbital variances, and a third sums the squared norms of the orbital centroids. Without the relations between them, values of the first two cannot be compared, since they differ by a factor, and it is unclear why the first two are to be made small while the third is to be made large.

For normalised orbitals on finitely many points the relations are exact. They bear on Boys localisation in electronic structure, here for a finite set of orthonormal orbitals on a finite grid: when the orbitals are changed by a unitary mixing, lowering the total self-interaction, a double sum over the grid, amounts to raising the sum of the squared centroid norms.

The word "self-interaction" refers to the form of the double sum. The kernel is the squared distance, not the Coulomb repulsion, and it penalises an orbital for having density in places far apart.

## Density, centroid and variance

Let x run over a finite set of grid points with positions r(x) in R³, and let φ(x) be a complex amplitude. Write p(x) = |φ(x)|² for the density. The orbital is normalised when Σ_x p(x) = 1. Its centroid c, variance V and self-interaction S are

    c = Σ_x p(x) r(x)
    V = Σ_x p(x) ‖r(x) − c‖²
    S = Σ_x Σ_y p(x) p(y) ‖r(x) − r(y)‖²

The double sum runs over ordered pairs, so each pair of different points counts twice, and there is no prefactor 1/2.

The claims for a single normalised orbital are that S = 2V and that, when different grid points have different positions, S = 0 exactly when φ is non-zero at one point only.

## Averaging the second moment

By normalisation, the mean displacement from the centroid vanishes:

    Σ_x p(x) (r(x) − c) = c − c = 0

For any point a, write r(x) − a = (r(x) − c) + (c − a) and expand the square:

    ‖r(x) − a‖² = ‖r(x) − c‖² + 2⟨r(x) − c, c − a⟩ + ‖c − a‖²

Multiply by p(x) and sum. The middle term drops out because the mean displacement is zero, and the last has total weight one:

    Σ_x p(x) ‖r(x) − a‖² = V + ‖c − a‖²

Now take the inner sum of S for fixed x. It is the second moment about a = r(x), hence

    S = Σ_x p(x) (V + ‖r(x) − c‖²) = V + V = 2V

## When the self-interaction vanishes

Every term of S is non-negative. A normalised orbital is non-zero at some point x. If it were also non-zero at y ≠ x, with r(x) ≠ r(y), then the term p(x) p(y) ‖r(x) − r(y)‖² would be positive, and so would S. Conversely, if only x is occupied, the one term with non-zero weights has distance zero, and S = 0.

Both hypotheses are needed. Put two grid points at the same position and take amplitudes 3/5 and 4/5: then S = 0 although two points are occupied. The zero orbital, which is not normalised, also has S = 0 and occupies no point. Normalisation matters for S = 2V too. Take a single grid point at distance 1 from the origin with amplitude 2. The weighted sum c then lies at distance 4 from the origin, so V = 4 · 3² = 36, while S = 0.

## Mixing several orbitals

Let the orthonormal orbitals φ_i be the rows of a matrix Φ, so that ΦΦᴴ = 1, and let U be unitary. The mixed orbitals are the rows of UΦ. They are again orthonormal:

    (UΦ)(UΦ)ᴴ = U ΦΦᴴ Uᴴ = UUᴴ = 1

Their total density ρ(x) = Σ_i |φ_i(x)|² is the diagonal entry of ΦᴴΦ at x, and it does not change, since

    (UΦ)ᴴ(UΦ) = Φᴴ UᴴU Φ = ΦᴴΦ

Write S_i, V_i and c_i for the quantities of orbital i. The second-moment formula with a = 0 gives

    S_i + 2‖c_i‖² = 2(V_i + ‖c_i‖²) = 2 Σ_x |φ_i(x)|² ‖r(x)‖²

Summing over i,

    Σ_i S_i + 2 Σ_i ‖c_i‖² = 2 Σ_x ρ(x) ‖r(x)‖²

The right side depends only on the total density, so the left side is the same before and after mixing. Therefore a mixing does not raise Σ_i S_i exactly when it does not lower Σ_i ‖c_i‖².

## How the Lean statements encode the physics

The grid is a finite type `ι`, and `r : ι → Space` places its members in three-dimensional Euclidean space. An orbital is a function `φ : ι → ℂ`. The sums carry no quadrature weights, so on a grid with positive weights the square root of each weight has to be absorbed into the amplitude; negative weights are not covered. `IsNormalised φ` says that the density sums to one.

`selfInteraction_eq_two_mul_variance` assumes normalisation only; grid points may coincide. `selfInteraction_eq_zero_iff` assumes in addition `Function.Injective r`, which says that different grid points have different positions. The right side of its equivalence, `∃ x, Function.support φ = {x}`, says that exactly one point is occupied.

For several orbitals, `κ` labels the orbitals, `Φ i` is orbital i, and `(U * Φ) i` is the i-th mixed orbital. The hypothesis `Φ * Φᴴ = 1` expresses orthonormality, and each orbital enters the total density with weight one. `boys_sum_invariant` states the conserved sum, and `boys_le_iff_centroids_le` compares a given set with one mixing of it. Continuous orbitals are not treated, and nothing is said about how to find a good mixing or whether an iterative localisation converges.

## The complete Lean file

```lean
import Mathlib

open Matrix

namespace BoysSelfInteraction

noncomputable section

/-- Physical space, in which the grid points lie. -/
abbrev Space := EuclideanSpace ℝ (Fin 3)

variable {ι κ : Type*} [Fintype ι] [Fintype κ]

/-- The orbital carries total probability one on the grid. -/
def IsNormalised (φ : ι → ℂ) : Prop := ∑ x, ‖φ x‖ ^ 2 = 1

/-- The centroid of an orbital: the positions weighted by the orbital density. -/
def centroid (r : ι → Space) (φ : ι → ℂ) : Space := ∑ x, ‖φ x‖ ^ 2 • r x

/-- The orbital variance: the density-weighted squared distance from the centroid. -/
def orbitalVariance (r : ι → Space) (φ : ι → ℂ) : ℝ :=
  ∑ x, ‖φ x‖ ^ 2 * ‖r x - centroid r φ‖ ^ 2

/-- The self-interaction of the orbital density through the squared distance. -/
def selfInteraction (r : ι → Space) (φ : ι → ℂ) : ℝ :=
  ∑ x, ∑ y, ‖φ x‖ ^ 2 * ‖φ y‖ ^ 2 * ‖r x - r y‖ ^ 2

/-- The second moment of a normalised orbital about any point `a` is its variance plus the
squared distance from `a` to the centroid. -/
theorem secondMoment_about (r : ι → Space) {φ : ι → ℂ} (hφ : IsNormalised φ) (a : Space) :
    ∑ x, ‖φ x‖ ^ 2 * ‖r x - a‖ ^ 2 = orbitalVariance r φ + ‖centroid r φ - a‖ ^ 2 := by
  have hn : ∑ x, ‖φ x‖ ^ 2 = 1 := hφ
  -- the mean displacement from the centroid vanishes
  have h0 : ∑ x, ‖φ x‖ ^ 2 • (r x - centroid r φ) = 0 := by
    simp only [smul_sub, Finset.sum_sub_distrib, ← Finset.sum_smul]
    rw [hn, one_smul]
    exact sub_self _
  have h1 : ∑ x, ‖φ x‖ ^ 2 * inner ℝ (r x - centroid r φ) (centroid r φ - a) = 0 := by
    have h := congrArg (fun v : Space => inner ℝ v (centroid r φ - a)) h0
    simpa only [sum_inner, real_inner_smul_left, inner_zero_left] using h
  calc ∑ x, ‖φ x‖ ^ 2 * ‖r x - a‖ ^ 2
      = ∑ x, (‖φ x‖ ^ 2 * ‖r x - centroid r φ‖ ^ 2
          + 2 * (‖φ x‖ ^ 2 * inner ℝ (r x - centroid r φ) (centroid r φ - a))
          + ‖φ x‖ ^ 2 * ‖centroid r φ - a‖ ^ 2) := by
        refine Finset.sum_congr rfl fun x _ => ?_
        have e : r x - a = (r x - centroid r φ) + (centroid r φ - a) := by abel
        rw [e, norm_add_sq_real]
        ring
    _ = orbitalVariance r φ + ‖centroid r φ - a‖ ^ 2 := by
        rw [Finset.sum_add_distrib, Finset.sum_add_distrib, ← Finset.mul_sum, h1,
          ← Finset.sum_mul, hn]
        unfold orbitalVariance
        ring

/-- The squared-distance self-interaction of a normalised orbital is twice its variance. -/
theorem selfInteraction_eq_two_mul_variance (r : ι → Space) {φ : ι → ℂ}
    (hφ : IsNormalised φ) : selfInteraction r φ = 2 * orbitalVariance r φ := by
  have hn : ∑ x, ‖φ x‖ ^ 2 = 1 := hφ
  calc selfInteraction r φ
      = ∑ x, ‖φ x‖ ^ 2 * (orbitalVariance r φ + ‖r x - centroid r φ‖ ^ 2) := by
        unfold selfInteraction
        refine Finset.sum_congr rfl fun x _ => ?_
        -- the inner sum is the second moment about the point `r x`
        rw [norm_sub_rev (r x) (centroid r φ), ← secondMoment_about r hφ (r x),
          Finset.mul_sum]
        refine Finset.sum_congr rfl fun y _ => ?_
        rw [norm_sub_rev (r x) (r y)]
        ring
    _ = 2 * orbitalVariance r φ := by
        simp only [mul_add, Finset.sum_add_distrib, ← Finset.sum_mul]
        rw [hn]
        unfold orbitalVariance
        ring

/-- On a grid of distinct points, the self-interaction of a normalised orbital vanishes if and
only if the orbital is supported on exactly one point. -/
theorem selfInteraction_eq_zero_iff {r : ι → Space} (hr : Function.Injective r) {φ : ι → ℂ}
    (hφ : IsNormalised φ) :
    selfInteraction r φ = 0 ↔ ∃ x, Function.support φ = {x} := by
  constructor
  · intro h
    have hex : ∃ x, φ x ≠ 0 := by
      by_contra hc
      have hz : ∀ x, φ x = 0 := fun x => by_contra fun h' => hc ⟨x, h'⟩
      have hn : ∑ x, ‖φ x‖ ^ 2 = 1 := hφ
      simp [hz] at hn
    obtain ⟨x, hx⟩ := hex
    refine ⟨x, Set.ext fun y => ⟨fun hy => ?_, fun hy => ?_⟩⟩
    · -- a second occupied point would contribute a positive term
      have hy' : φ y ≠ 0 := hy
      by_contra hne
      have hd : r x - r y ≠ 0 := sub_ne_zero.2 fun e => hne (hr e).symm
      have hpos : ∀ u v, 0 ≤ ‖φ u‖ ^ 2 * ‖φ v‖ ^ 2 * ‖r u - r v‖ ^ 2 := by
        intro u v
        positivity
      have h1 : ‖φ x‖ ^ 2 * ‖φ y‖ ^ 2 * ‖r x - r y‖ ^ 2
          ≤ ∑ v, ‖φ x‖ ^ 2 * ‖φ v‖ ^ 2 * ‖r x - r v‖ ^ 2 :=
        Finset.single_le_sum (f := fun v => ‖φ x‖ ^ 2 * ‖φ v‖ ^ 2 * ‖r x - r v‖ ^ 2)
          (fun v _ => hpos x v) (Finset.mem_univ y)
      have h2 : ∑ v, ‖φ x‖ ^ 2 * ‖φ v‖ ^ 2 * ‖r x - r v‖ ^ 2 ≤ selfInteraction r φ :=
        Finset.single_le_sum
          (f := fun u => ∑ v, ‖φ u‖ ^ 2 * ‖φ v‖ ^ 2 * ‖r u - r v‖ ^ 2)
          (fun u _ => Finset.sum_nonneg fun v _ => hpos u v) (Finset.mem_univ x)
      have h3 : 0 < ‖φ x‖ ^ 2 * ‖φ y‖ ^ 2 * ‖r x - r y‖ ^ 2 :=
        mul_pos (mul_pos (pow_pos (norm_pos_iff.2 hx) 2) (pow_pos (norm_pos_iff.2 hy') 2))
          (pow_pos (norm_pos_iff.2 hd) 2)
      linarith
    · have e : y = x := hy
      rw [e]
      exact hx
  · rintro ⟨x, hx⟩
    have hs : ∀ y, y ≠ x → φ y = 0 := by
      intro y hy
      by_contra h
      have hm : y ∈ Function.support φ := h
      rw [hx] at hm
      exact hy hm
    unfold selfInteraction
    refine Finset.sum_eq_zero fun y _ => Finset.sum_eq_zero fun z _ => ?_
    by_cases hy : y = x
    · by_cases hz : z = x
      · simp [hy, hz]
      · simp [hs z hz]
    · simp [hs y hy]

omit [Fintype κ] in
/-- Each member of an orthonormal set of orbitals, stored as the rows of `Φ`, is normalised. -/
theorem isNormalised_row [DecidableEq κ] {Φ : Matrix κ ι ℂ} (h : Φ * Φᴴ = 1) (i : κ) :
    IsNormalised (Φ i) := by
  have h1 := congrArg (fun M : Matrix κ κ ℂ => M i i) h
  simp only [Matrix.mul_apply, Matrix.conjTranspose_apply, Matrix.one_apply_eq,
    Complex.star_def, Complex.mul_conj, Complex.normSq_eq_norm_sq] at h1
  unfold IsNormalised
  exact_mod_cast h1

omit [Fintype ι] in
/-- Unitary mixing of orbitals leaves their total density unchanged at every grid point. -/
theorem total_density_mixed [DecidableEq κ] {U : Matrix κ κ ℂ}
    (hU : U ∈ Matrix.unitaryGroup κ ℂ) (Φ : Matrix κ ι ℂ) (x : ι) :
    ∑ i, ‖(U * Φ) i x‖ ^ 2 = ∑ i, ‖Φ i x‖ ^ 2 := by
  have hU' : Uᴴ * U = 1 := Matrix.mem_unitaryGroup_iff'.1 hU
  have h : (U * Φ)ᴴ * (U * Φ) = Φᴴ * Φ := by
    rw [Matrix.conjTranspose_mul, Matrix.mul_assoc, ← Matrix.mul_assoc Uᴴ, hU',
      Matrix.one_mul]
  -- the diagonal entry of `Aᴴ * A` at `x` is the sum of `‖A i x‖ ^ 2` over the rows
  have diag : ∀ A : Matrix κ ι ℂ, (Aᴴ * A) x x = ((∑ i, ‖A i x‖ ^ 2 : ℝ) : ℂ) := by
    intro A
    rw [Matrix.mul_apply, Complex.ofReal_sum]
    refine Finset.sum_congr rfl fun i _ => ?_
    rw [Matrix.conjTranspose_apply, Complex.star_def, mul_comm, Complex.mul_conj,
      Complex.normSq_eq_norm_sq]
  apply Complex.ofReal_injective
  rw [← diag (U * Φ), ← diag Φ, h]

/-- For orthonormal orbitals, the total self-interaction plus twice the sum of squared centroid
norms is invariant under unitary mixing. -/
theorem boys_sum_invariant [DecidableEq κ] (r : ι → Space) {Φ : Matrix κ ι ℂ}
    (hΦ : Φ * Φᴴ = 1) {U : Matrix κ κ ℂ} (hU : U ∈ Matrix.unitaryGroup κ ℂ) :
    ∑ i, selfInteraction r ((U * Φ) i) + 2 * ∑ i, ‖centroid r ((U * Φ) i)‖ ^ 2
      = ∑ i, selfInteraction r (Φ i) + 2 * ∑ i, ‖centroid r (Φ i)‖ ^ 2 := by
  -- both sides are twice the second moment of the total density about the origin
  have key : ∀ A : Matrix κ ι ℂ, A * Aᴴ = 1 →
      ∑ i, selfInteraction r (A i) + 2 * ∑ i, ‖centroid r (A i)‖ ^ 2
        = ∑ x, 2 * (∑ i, ‖A i x‖ ^ 2) * ‖r x‖ ^ 2 := by
    intro A hA
    have one : ∀ i, selfInteraction r (A i) + 2 * ‖centroid r (A i)‖ ^ 2
        = ∑ x, 2 * ‖A i x‖ ^ 2 * ‖r x‖ ^ 2 := by
      intro i
      have h := secondMoment_about r (isNormalised_row hA i) 0
      simp only [sub_zero] at h
      rw [selfInteraction_eq_two_mul_variance r (isNormalised_row hA i), ← mul_add, ← h,
        Finset.mul_sum]
      exact Finset.sum_congr rfl fun x _ => by ring
    rw [Finset.mul_sum, ← Finset.sum_add_distrib, Finset.sum_congr rfl fun i _ => one i,
      Finset.sum_comm]
    refine Finset.sum_congr rfl fun x _ => ?_
    rw [Finset.mul_sum, Finset.sum_mul]
  have hUΦ : (U * Φ) * (U * Φ)ᴴ = 1 := by
    have hU' : U * Uᴴ = 1 := Matrix.mem_unitaryGroup_iff.1 hU
    rw [Matrix.conjTranspose_mul, Matrix.mul_assoc, ← Matrix.mul_assoc Φ, hΦ,
      Matrix.one_mul, hU']
  rw [key _ hUΦ, key _ hΦ]
  exact Finset.sum_congr rfl fun x _ => by rw [total_density_mixed hU Φ x]

/-- A unitary mixing of orthonormal orbitals does not raise their total self-interaction if and
only if it does not lower the sum of their squared centroid norms. -/
theorem boys_le_iff_centroids_le [DecidableEq κ] (r : ι → Space) {Φ : Matrix κ ι ℂ}
    (hΦ : Φ * Φᴴ = 1) {U : Matrix κ κ ℂ} (hU : U ∈ Matrix.unitaryGroup κ ℂ) :
    ∑ i, selfInteraction r ((U * Φ) i) ≤ ∑ i, selfInteraction r (Φ i) ↔
      ∑ i, ‖centroid r (Φ i)‖ ^ 2 ≤ ∑ i, ‖centroid r ((U * Φ) i)‖ ^ 2 := by
  have h := boys_sum_invariant r hΦ hU
  constructor <;> intro h' <;> linarith

/-- Two real orbitals on two sites, each spread over both sites. -/
def tiltedPair : Matrix (Fin 2) (Fin 2) ℂ := !![3 / 5, 4 / 5; -4 / 5, 3 / 5]

/-- The tilted pair is an orthonormal set of orbitals, and its matrix is also a unitary mixing. -/
theorem tiltedPair_witness :
    tiltedPair * tiltedPairᴴ = 1 ∧ tiltedPair ∈ Matrix.unitaryGroup (Fin 2) ℂ := by
  have h : tiltedPair * tiltedPairᴴ = 1 := by
    -- real entries are their own conjugates
    have c : ∀ (z : ℂ) (q : ℝ), z = (q : ℂ) → star z = z := by
      intro z q hz
      rw [hz]
      exact Complex.conj_ofReal q
    have hs : tiltedPairᴴ = !![3 / 5, -4 / 5; 4 / 5, 3 / 5] := by
      ext i j
      fin_cases i <;> fin_cases j
      · exact c (3 / 5) (3 / 5) (by norm_num)
      · exact c (-4 / 5) (-4 / 5) (by norm_num)
      · exact c (4 / 5) (4 / 5) (by norm_num)
      · exact c (3 / 5) (3 / 5) (by norm_num)
    rw [hs]
    ext i j
    fin_cases i <;> fin_cases j <;>
      simp [tiltedPair, Matrix.mul_apply, Fin.sum_univ_succ] <;> norm_num
  exact ⟨h, Matrix.mem_unitaryGroup_iff.2 h⟩

end

end BoysSelfInteraction
```

```lean
#print axioms BoysSelfInteraction.selfInteraction_eq_two_mul_variance
#print axioms BoysSelfInteraction.selfInteraction_eq_zero_iff
#print axioms BoysSelfInteraction.boys_le_iff_centroids_le
```

```
'BoysSelfInteraction.selfInteraction_eq_two_mul_variance' depends on axioms: [propext, Classical.choice, Quot.sound]
'BoysSelfInteraction.selfInteraction_eq_zero_iff' depends on axioms: [propext, Classical.choice, Quot.sound]
'BoysSelfInteraction.boys_le_iff_centroids_le' depends on axioms: [propext, Classical.choice, Quot.sound]
```

## How the proofs follow the derivation

`secondMoment_about` is the expansion about the centroid. Its step `h0` is the vanishing mean displacement, and `h1` takes the inner product of that vector equation with the fixed vector c − a. In the `calc` block, `norm_add_sq_real` expands the square under the sum; the three resulting sums are then separated and simplified with `h1` and normalisation.

`selfInteraction_eq_two_mul_variance` uses that lemma at the point `r x`, once for each x. The calls to `norm_sub_rev` only reverse differences inside norms so that the expressions match. The second `calc` step performs the outer average, which gives one variance from the constant term and one from the centroid distances.

In the forward direction of `selfInteraction_eq_zero_iff`, normalisation supplies an occupied point x. For a supposed second occupied point y, `h1` bounds the (x, y) term by the inner sum over v, and `h2` bounds that inner sum by the whole self-interaction. Both use `Finset.single_le_sum`, which needs the non-negativity in `hpos`. Since `h3` makes the term positive, `linarith` finds the contradiction with a vanishing total. In the reverse direction, a case split on whether each index equals x shows that every term is zero, through either an amplitude or the distance.

`isNormalised_row` reads normalisation off the diagonal of `Φ * Φᴴ = 1`. `total_density_mixed` first proves that `Φᴴ * Φ` is unchanged by the mixing, then uses `diag` to identify its diagonal entries with the density. These entries are complex numbers, so the final equality is carried back to the reals by `Complex.ofReal_injective`.

In `boys_sum_invariant`, the step `key` evaluates the conserved sum for any orthonormal set as twice the second moment of its total density about the origin. Inside it, `one` treats a single orbital, and `Finset.sum_comm` exchanges the sums over orbitals and grid points. Applying `key` to both Φ and UΦ leaves two expressions that agree by `total_density_mixed`. The comparison in `boys_le_iff_centroids_le` is then linear arithmetic on the conserved sum.

Finally, `tiltedPair_witness` checks a concrete pair of orbitals on two sites, with rows (3/5, 4/5) and (−4/5, 3/5). The matrix satisfies the orthonormality condition and, being square, is also unitary, so it can serve as Φ or as U in the mixing theorems. The proof computes the conjugate transpose entry by entry and then the four entries of the product.
